# A symmetric D tensor cannot split a spin-1/2 doublet

The zero-field Hamiltonian of a single spin 1/2 is ∑ D_kl S_k S_l, where the S_k are the components of that one spin and D is a real coupling matrix. When D is symmetric, this Hamiltonian is a constant and splits nothing. One could build symmetry into the definition of D. Here D is instead an arbitrary real 3×3 matrix, and symmetry is a hypothesis that appears only where it is needed. This makes it possible to ask what an antisymmetric part would do, and to prove that it would make the Hamiltonian non-Hermitian.

```lean
import Mathlib

open Matrix

namespace DoubletZeroFieldSplitting

noncomputable section
```

The file loads the mathematical library Mathlib, makes its matrix notation available, and opens a namespace, which is a common prefix for the names that follow.

## The objects

```lean
/-- The spin-1/2 operators `S_x, S_y, S_z`, half the Pauli matrices. -/
def spin : Fin 3 → Matrix (Fin 2) (Fin 2) ℂ :=
  ![!![0, 1 / 2; 1 / 2, 0],
    !![0, -Complex.I / 2; Complex.I / 2, 0],
    !![1 / 2, 0; 0, -1 / 2]]
```

`Fin 3` is the type with the elements 0, 1 and 2, which stand for x, y and z. So `spin` assigns to each axis a complex 2×2 matrix, with rows separated by semicolons. In terms of the Pauli matrices,

S₀ = σ_x/2, S₁ = σ_y/2, S₂ = σ_z/2.

The basis is spin up, spin down, and ħ = 1. The text below uses the indices 0, 1, 2 throughout.

```lean
/-- The Levi-Civita symbol `ε_klm`. -/
def eps : Fin 3 → Fin 3 → Fin 3 → ℝ :=
  ![![![0, 0, 0], ![0, 0, 1], ![0, -1, 0]],
    ![![0, 0, -1], ![0, 0, 0], ![1, 0, 0]],
    ![![0, 1, 0], ![-1, 0, 0], ![0, 0, 0]]]
```

This is the Levi-Civita symbol as a table: `eps k l m` is +1 for (0,1,2) and its cyclic permutations, −1 for the odd permutations, and 0 when an index repeats.

```lean
/-- The axial vector `w_m = ∑ ε_klm D_kl` of a coupling matrix `D`. -/
def axialVector (D : Matrix (Fin 3) (Fin 3) ℝ) (m : Fin 3) : ℝ :=
  ∑ k, ∑ l, eps k l m * D k l
```

Each real matrix D gets a real vector w with components

w_m = ∑_kl ε_klm D_kl.

In Lean, `axialVector D` is the whole vector and `axialVector D m` is one component.

```lean
/-- The zero-field Hamiltonian `∑ D_kl S_k S_l` of a spin 1/2. -/
def zfs (D : Matrix (Fin 3) (Fin 3) ℝ) : Matrix (Fin 2) (Fin 2) ℂ :=
  ∑ k, ∑ l, (D k l : ℂ) • (spin k * spin l)
```

This is the Hamiltonian, which the text calls H(D):

H(D) = ∑_kl D_kl S_k S_l.

The annotation `(D k l : ℂ)` reads the real number D_kl as a complex one, `•` multiplies a matrix by a number, and `*` between matrices is the matrix product. Nothing in this definition requires H(D) to be Hermitian.

## The product rule and the main identity

```lean
/-- The product of two spin-1/2 components is `δ_kl / 4 + (i/2) ∑ ε_klm S_m`. -/
theorem spin_mul (k l : Fin 3) :
    spin k * spin l = (if k = l then (1 / 4 : ℂ) else 0) • (1 : Matrix (Fin 2) (Fin 2) ℂ)
      + (Complex.I / 2) • ∑ m, (eps k l m : ℂ) • spin m := by
  fin_cases k <;> fin_cases l <;> ext i j <;> fin_cases i <;> fin_cases j <;>
    simp [spin, eps, Matrix.mul_apply, Fin.sum_univ_succ] <;>
    first
      | ring1
      | linear_combination (1 / 4 : ℂ) * Complex.I_sq
      | linear_combination (-1 / 4 : ℂ) * Complex.I_sq
```

In ordinary notation the theorem says

S_k S_l = δ_kl/4 + (i/2) ∑_m ε_klm S_m.

By hand, each Pauli matrix squares to the identity, so S_k² = 1/4. For different axes, multiplying out gives σ_x σ_y = iσ_z, hence

S₀S₁ = (1/4) iσ_z = (i/2) S₂.

The opposite order gives the opposite sign, and the other pairs follow cyclically.

Lean checks every case. `fin_cases` splits k and l into their nine combinations, `ext i j` reduces equality of matrices to equality of entries, and `<;>` applies the next step to every case produced so far. The resulting numerical identities are closed by algebra, with i² = −1 supplied as `Complex.I_sq` where needed.

```lean
/-- For any real `D`, the zero-field Hamiltonian of a spin 1/2 is
`tr(D)/4 + (i/2) ∑ w_m S_m`, with `w` the axial vector of `D`. -/
theorem zfs_eq (D : Matrix (Fin 3) (Fin 3) ℝ) :
    zfs D = ((D.trace : ℂ) / 4) • (1 : Matrix (Fin 2) (Fin 2) ℂ)
      + (Complex.I / 2) • ∑ m, (axialVector D m : ℂ) • spin m := by
  -- insert the product rule and collect the coefficients of 1 and of each S_m
  simp only [zfs, spin_mul, axialVector, Matrix.trace_fin_three, Fin.sum_univ_three,
    Fin.reduceEq, if_true, if_false, Complex.ofReal_add, Complex.ofReal_mul]
  module
```

This is the central identity, valid for every real D:

H(D) = tr(D)/4 + (i/2) ∑_m w_m S_m.

To derive it, insert the product rule into the double sum:

H(D) = ∑_kl D_kl δ_kl/4 + (i/2) ∑_kl D_kl ∑_m ε_klm S_m.

The delta in the first term leaves only the diagonal elements, giving tr(D)/4. In the second term, exchange the order of summation:

(i/2) ∑_m (∑_kl ε_klm D_kl) S_m = (i/2) ∑_m w_m S_m.

The Lean proof does the same. `simp only` inserts `spin_mul` and writes out the finite sums, and `module` collects the coefficients of the identity and of each spin matrix.

## When the axial vector vanishes

```lean
/-- The components of the axial vector are the differences of opposite off-diagonal
elements of `D`. -/
theorem axialVector_components (D : Matrix (Fin 3) (Fin 3) ℝ) :
    axialVector D 0 = D 1 2 - D 2 1 ∧ axialVector D 1 = D 2 0 - D 0 2 ∧
      axialVector D 2 = D 0 1 - D 1 0 := by
  refine ⟨?_, ?_, ?_⟩ <;> simp [axialVector, eps, Fin.sum_univ_three] <;> ring
```

Only two terms of the double sum survive for each m:

w₀ = D₁₂ − D₂₁
w₁ = D₂₀ − D₀₂
w₂ = D₀₁ − D₁₀

The sign ∧ means "and". The proof unfolds the table and the sums.

```lean
/-- The axial vector vanishes exactly when `D` is symmetric. -/
theorem axialVector_eq_zero_iff (D : Matrix (Fin 3) (Fin 3) ℝ) :
    axialVector D = 0 ↔ D.IsSymm := by
  obtain ⟨c0, c1, c2⟩ := axialVector_components D
  constructor
  · intro h
    rw [h, Pi.zero_apply] at c0 c1 c2
    apply Matrix.IsSymm.ext
    intro i j
    fin_cases i <;> fin_cases j <;> simp <;> linarith
  · intro h
    have h0 : axialVector D 0 = 0 := by linarith [h.apply 1 2]
    have h1 : axialVector D 1 = 0 := by linarith [h.apply 0 2]
    have h2 : axialVector D 2 = 0 := by linarith [h.apply 0 1]
    ext m
    fin_cases m
    exacts [h0, h1, h2]
```

The double arrow ↔ means "if and only if", and `D.IsSymm` says that D equals its transpose. By the three formulas above, w = 0 means that each off-diagonal element equals its mirror image, which is symmetry. Lean proves the two directions separately, and `linarith` handles the linear equations between matrix elements.

```lean
/-- The zero-field Hamiltonian written out in the basis of spin up and spin down. -/
theorem zfs_entries (D : Matrix (Fin 3) (Fin 3) ℝ) :
    zfs D = !![(D.trace : ℂ) / 4 + Complex.I / 4 * axialVector D 2,
        Complex.I / 4 * axialVector D 0 + axialVector D 1 / 4;
      Complex.I / 4 * axialVector D 0 - axialVector D 1 / 4,
        (D.trace : ℂ) / 4 - Complex.I / 4 * axialVector D 2] := by
  rw [zfs_eq]
  ext i j
  fin_cases i <;> fin_cases j <;> simp [spin, Fin.sum_univ_three] <;>
    first
      | ring1
      | linear_combination (-(axialVector D 1 : ℂ) / 4) * Complex.I_sq
      | linear_combination ((axialVector D 1 : ℂ) / 4) * Complex.I_sq
```

Putting the spin matrices into the main identity gives the four entries of H(D):

H₀₀ = tr(D)/4 + i w₂/4
H₀₁ = i w₀/4 + w₁/4
H₁₀ = i w₀/4 − w₁/4
H₁₁ = tr(D)/4 − i w₂/4

The real term in H₀₁ comes from S₁, whose upper right entry is −i/2: (i/2) w₁ (−i/2) = w₁/4. Lean again compares entry by entry.

## No splitting at zero field

```lean
/-- A symmetric `D` does not split a doublet: its zero-field Hamiltonian is the
constant `tr(D)/4`. -/
theorem zfs_of_isSymm {D : Matrix (Fin 3) (Fin 3) ℝ} (hD : D.IsSymm) :
    zfs D = ((D.trace : ℂ) / 4) • (1 : Matrix (Fin 2) (Fin 2) ℂ) := by
  rw [zfs_eq, (axialVector_eq_zero_iff D).2 hD]
  simp
```

The braces around D mean that Lean infers it from context, and `hD` names the hypothesis that D is symmetric. For symmetric D the axial vector is zero, so the main identity reduces to

H(D) = tr(D)/4.

Both states of the doublet have this energy. The proof rewrites with `zfs_eq`, replaces w by zero, and simplifies. For electron paramagnetic resonance this means that a bilinear D term produces no zero-field splitting in an isolated spin-1/2 centre. The theorem does not treat higher spins or several coupled spins.

```lean
/-- The zero-field Hamiltonian of a spin 1/2 is a multiple of the identity exactly
when `D` is symmetric. -/
theorem zfs_scalar_iff (D : Matrix (Fin 3) (Fin 3) ℝ) :
    (∃ c : ℂ, zfs D = c • (1 : Matrix (Fin 2) (Fin 2) ℂ)) ↔ D.IsSymm := by
  refine ⟨?_, fun h => ⟨_, zfs_of_isSymm h⟩⟩
  rintro ⟨c, h⟩
  rw [zfs_entries] at h
  have h00 : (D.trace : ℂ) / 4 + Complex.I / 4 * axialVector D 2 = c := by
    simpa using congrFun (congrFun h 0) 0
  have h01 : Complex.I / 4 * axialVector D 0 + (axialVector D 1 : ℂ) / 4 = 0 := by
    simpa using congrFun (congrFun h 0) 1
  have h10 : Complex.I / 4 * axialVector D 0 - (axialVector D 1 : ℂ) / 4 = 0 := by
    simpa using congrFun (congrFun h 1) 0
  have h11 : (D.trace : ℂ) / 4 - Complex.I / 4 * axialVector D 2 = c := by
    simpa using congrFun (congrFun h 1) 1
  -- the four entries force every component of the axial vector to vanish
  have w0 : (axialVector D 0 : ℂ) = 0 := by
    linear_combination (-2 * Complex.I) * h01 + (-2 * Complex.I) * h10
      + (axialVector D 0 : ℂ) * Complex.I_sq
  have w1 : (axialVector D 1 : ℂ) = 0 := by linear_combination 2 * h01 - 2 * h10
  have w2 : (axialVector D 2 : ℂ) = 0 := by
    linear_combination (-2 * Complex.I) * h00 + (2 * Complex.I) * h11
      + (axialVector D 2 : ℂ) * Complex.I_sq
  rw [← axialVector_eq_zero_iff]
  ext m
  fin_cases m
  exacts [Complex.ofReal_eq_zero.1 w0, Complex.ofReal_eq_zero.1 w1,
    Complex.ofReal_eq_zero.1 w2]
```

The symbol ∃ means "there exists". The theorem says that H(D) is some complex number c times the identity exactly when D is symmetric.

One direction is the previous theorem. For the other, suppose H(D) = c·1. Then both off-diagonal entries are zero and both diagonal entries equal c. Adding and subtracting entries gives

H₀₁ + H₁₀ = i w₀/2 = 0
H₀₁ − H₁₀ = w₁/2 = 0
H₀₀ − H₁₁ = i w₂/2 = 0

so w = 0 and D is symmetric. In Lean, `h00` to `h11` are the four entry equations, and each `linear_combination` states which multiples of them to add. The last lines pass from complex back to real numbers and apply `axialVector_eq_zero_iff`.

```lean
/-- For real `D`, the operator `∑ D_kl S_k S_l` of a spin 1/2 is Hermitian exactly
when `D` is symmetric. -/
theorem zfs_isHermitian_iff (D : Matrix (Fin 3) (Fin 3) ℝ) :
    (zfs D).IsHermitian ↔ D.IsSymm := by
  constructor
  · intro h
    -- the axial part is anti-Hermitian, so it has to vanish
    have w0 : axialVector D 0 = 0 := by
      have e := congrArg Complex.im (h.apply 1 0)
      simp [zfs_entries] at e
      rcases e with e | e
      · norm_num at e
      · exact e
    have w1 : axialVector D 1 = 0 := by
      have e := congrArg Complex.re (h.apply 1 0)
      simp [zfs_entries] at e
      linarith
    have w2 : axialVector D 2 = 0 := by
      have e := congrArg Complex.im (h.apply 0 0)
      simp [zfs_entries] at e
      rcases e with e | e
      · norm_num at e
      · exact e
    rw [← axialVector_eq_zero_iff]
    ext m
    fin_cases m
    exacts [w0, w1, w2]
  · intro h
    rw [zfs_of_isSymm h]
    ext i j
    fin_cases i <;> fin_cases j <;> simp [Matrix.conjTranspose_apply]
```

An antisymmetric part of D therefore does not give a physical splitting: with real D, H(D) is Hermitian exactly when D is symmetric.

By hand, a Hermitian matrix has H₁₀ equal to the complex conjugate of H₀₁, so

i w₀/4 − w₁/4 = −i w₀/4 + w₁/4.

The imaginary parts give w₀ = 0 and the real parts give w₁ = 0. The diagonal entry H₀₀ must be real, which gives w₂ = 0. In the proof, `congrArg Complex.im` and `congrArg Complex.re` take imaginary and real parts of these equations. Conversely, for symmetric D the Hamiltonian is the real number tr(D)/4 times the identity, which is Hermitian.

## Levels in a magnetic field

```lean
/-- In a Zeeman field `b` (in energy units), a doublet with symmetric `D` has the
levels `tr(D)/4 ± |b|/2`, the roots of its secular equation. -/
theorem zeeman_levels {D : Matrix (Fin 3) (Fin 3) ℝ} (hD : D.IsSymm)
    (b : Fin 3 → ℝ) (E : ℂ) :
    (zfs D + ∑ m, (b m : ℂ) • spin m - E • (1 : Matrix (Fin 2) (Fin 2) ℂ)).det = 0 ↔
      E = (D.trace : ℂ) / 4 + (√(∑ m, b m ^ 2) : ℝ) / 2 ∨
      E = (D.trace : ℂ) / 4 - (√(∑ m, b m ^ 2) : ℝ) / 2 := by
  have hr : √(∑ m, b m ^ 2) ^ 2 = b 0 ^ 2 + b 1 ^ 2 + b 2 ^ 2 := by
    rw [Real.sq_sqrt (Finset.sum_nonneg fun m _ => sq_nonneg (b m)), Fin.sum_univ_three]
  generalize √(∑ m, b m ^ 2) = s at hr ⊢
  have hs : (s : ℂ) ^ 2 = (b 0 : ℂ) ^ 2 + (b 1 : ℂ) ^ 2 + (b 2 : ℂ) ^ 2 := by
    exact_mod_cast hr
  -- the secular determinant factors into the two levels
  have key : (zfs D + ∑ m, (b m : ℂ) • spin m
      - E • (1 : Matrix (Fin 2) (Fin 2) ℂ)).det =
      (E - ((D.trace : ℂ) / 4 + s / 2)) * (E - ((D.trace : ℂ) / 4 - s / 2)) := by
    rw [zfs_of_isSymm hD, Matrix.det_fin_two]
    simp [spin, Fin.sum_univ_three]
    linear_combination (1 / 4 : ℂ) * hs + ((b 1 : ℂ) ^ 2 / 4) * Complex.I_sq
  rw [key, mul_eq_zero, sub_eq_zero, sub_eq_zero]

end

end DoubletZeroFieldSplitting
```

The field enters as ∑ b_m S_m. The real vector b is measured in energy units, so the magneton and the g factor are already absorbed into it. The theorem concerns the secular equation

det(H(D) + ∑_m b_m S_m − E) = 0

and says that, for symmetric D, a complex number E solves it exactly when

E = tr(D)/4 + |b|/2 or E = tr(D)/4 − |b|/2.

Since E may be complex, the statement also excludes any further roots. At b = 0 the two values coincide. Eigenvectors and transition intensities are not treated.

For the derivation write t = tr(D)/4. The matrix in the determinant has diagonal entries t + b₂/2 − E and t − b₂/2 − E, and off-diagonal entries (b₀ − i b₁)/2 and (b₀ + i b₁)/2. Hence

det = (t − E)² − b₂²/4 − (b₀² + b₁²)/4
= (E − t)² − |b|²/4
= (E − t − |b|/2)(E − t + |b|/2).

A product is zero exactly when one of its factors is, which gives the two levels.

In Lean, `hr` records that the square root squares to b₀² + b₁² + b₂². `generalize` then abbreviates the root as `s`, and `hs` is the same relation in complex numbers. The factorisation is `key`, and the final `rw` turns the vanishing product into the two alternatives. The coupling D moves the common centre of the levels by tr(D)/4, which is zero for the traceless D customary in electron paramagnetic resonance, while their separation |b| comes from the field alone.

## Without symmetry: a counter-example

Let D₀₁ = 1 and let every other element be zero. Then tr(D) = 0 and w = (0, 0, 1), and

H(D) = S₀S₁ = (i/2) S₂,

which is diagonal with entries i/4 and −i/4. It is neither a multiple of the identity nor Hermitian. The formula for the levels fails as well: at b = 0 it would give E = 0, whereas the secular determinant is E² + 1/16, with roots ±i/4.

## A numerical instance

Take the symmetric matrix with rows (1, 2, 0), (2, 3, 0) and (0, 0, 4), in arbitrary energy units. Its trace is kept nonzero so that the shift is visible. The off-diagonal elements contribute

2(S₀S₁ + S₁S₀) = 2(i/2 − i/2) S₂ = 0,

and the diagonal ones contribute (1 + 3 + 4)/4 = 2, so H(D) = 2.

Now add the field b = (3, 0, 4), with |b| = 5. The full Hamiltonian has rows (4, 3/2) and (3/2, 0), and its secular equation is

E² − 4E − 9/4 = 0.

The roots are 9/2 and −1/2, in agreement with 2 ± 5/2.

```lean
#print axioms DoubletZeroFieldSplitting.zfs_of_isSymm
#print axioms DoubletZeroFieldSplitting.zfs_scalar_iff
#print axioms DoubletZeroFieldSplitting.zfs_isHermitian_iff
#print axioms DoubletZeroFieldSplitting.zeeman_levels
```

```
'DoubletZeroFieldSplitting.zfs_of_isSymm' depends on axioms: [propext, Classical.choice, Quot.sound]
'DoubletZeroFieldSplitting.zfs_scalar_iff' depends on axioms: [propext, Classical.choice, Quot.sound]
'DoubletZeroFieldSplitting.zfs_isHermitian_iff' depends on axioms: [propext, Classical.choice, Quot.sound]
'DoubletZeroFieldSplitting.zeeman_levels' depends on axioms: [propext, Classical.choice, Quot.sound]
```
